# For finitely many spin orbitals, the extreme N-electron occupation vectors are the single-determinant patterns

Suppose the ground-state energy of N non-interacting electrons is sought by minimising Σ_i ε_i f_i, where ε_i is the energy of spin orbital i and f_i its occupation, and fractional values of f_i are allowed along with 0 and 1. If the enlarged set of occupations had a corner with a fractional entry, some choice of orbital energies would put that corner below every determinant. The minimisation would then return an energy that no single determinant has.

At integer electron number there is no such corner. With n spin orbitals, the extreme points of the set

0 ≤ f_i ≤ 1 for every i,  Σ_i f_i = N

are exactly the vectors with N ones and n − N zeros. An extreme point is a member of the set that does not lie strictly between two different members.

In Lean 4 with Mathlib:

```lean
import Mathlib

open Finset

namespace AufbauExtremePoints
```

## Occupation vectors and determinant patterns

The orbitals are labelled by a finite type `ι`, and an occupation vector is a function `ι → ℝ`. The labels stand for spin orbitals, so the upper bound 1 is the Pauli principle; spatial orbitals holding up to two electrons would need the bound 2. The letter q denotes the electron number, not an electric charge, and may be any real number.

```lean
/-- Occupation vectors of the spin orbitals `ι` with total electron number `q`:
each occupation lies between 0 and 1, and the occupations sum to `q`. -/
def occupationSet (ι : Type*) [Fintype ι] (q : ℝ) : Set (ι → ℝ) :=
  {f | (∀ i, 0 ≤ f i ∧ f i ≤ 1) ∧ ∑ i, f i = q}
```

For a set S of orbitals, let d_S be the vector with

(d_S)_i = 1 if i ∈ S,  (d_S)_i = 0 if i ∉ S.

```lean
/-- The occupation pattern of the single determinant that fills the orbitals in `S`:
one on `S` and zero elsewhere. -/
def determinantOcc {ι : Type*} [DecidableEq ι] (S : Finset ι) : ι → ℝ :=
  fun i => if i ∈ S then 1 else 0
```

These definitions contain vectors of real numbers and no wavefunctions. The step from `determinantOcc S` to physics is the identification of d_S with the occupation numbers of the Slater determinant built from the orthonormal spin orbitals in S.

## Two fractional orbitals can exchange charge

Let f be an extreme point at electron number q, and suppose two different orbitals i and j both have occupations strictly between 0 and 1. Put

t = min(f_i, 1 − f_i, f_j, 1 − f_j) > 0.

Let e_i be the vector with a one at i and zeros elsewhere, and define

g₊ = f + t (e_i − e_j),  g₋ = f − t (e_i − e_j).

By the choice of t, the entries at i and j stay in [0,1]. All other entries are unchanged, and the sum is still q because orbital i gains what orbital j loses, or the reverse. Both vectors therefore belong to the set, and

f = ½ g₊ + ½ g₋.

But g₊ differs from f by t at orbital i, so f is not extreme. This contradiction shows that an extreme point has at most one fractional orbital, for every real q.

```lean
variable {ι : Type*} [Fintype ι]

/-- An extreme occupation vector, at any real electron number, has at most one
fractionally occupied orbital. -/
theorem fractional_orbital_unique {q : ℝ} {f : ι → ℝ}
    (hf : f ∈ (occupationSet ι q).extremePoints ℝ) {i j : ι}
    (hi : 0 < f i ∧ f i < 1) (hj : 0 < f j ∧ f j < 1) : i = j := by
  classical
  by_contra hij
  -- an amount of charge that can be moved between `i` and `j` in both directions
  obtain ⟨t, ht, t1, t2, t3, t4⟩ : ∃ t : ℝ, 0 < t ∧ t ≤ f i ∧ t ≤ 1 - f i ∧
      t ≤ f j ∧ t ≤ 1 - f j :=
    ⟨min (min (f i) (1 - f i)) (min (f j) (1 - f j)),
      lt_min (lt_min hi.1 (by linarith [hi.2])) (lt_min hj.1 (by linarith [hj.2])),
      (min_le_left _ _).trans (min_le_left _ _),
      (min_le_left _ _).trans (min_le_right _ _),
      (min_le_right _ _).trans (min_le_left _ _),
      (min_le_right _ _).trans (min_le_right _ _)⟩
  have key : ∀ s : ℝ, |s| ≤ t →
      (fun k => f k + s * ((if k = i then (1 : ℝ) else 0) - (if k = j then (1 : ℝ) else 0)))
        ∈ occupationSet ι q := by
    intro s hs
    obtain ⟨s1, s2⟩ := abs_le.mp hs
    refine ⟨fun k => ?_, ?_⟩
    · have hk := hf.1.1 k
      beta_reduce
      split_ifs with a b b
      · exact absurd (a.symm.trans b) hij
      · rw [a]; constructor <;> linarith
      · rw [b]; constructor <;> linarith
      · constructor <;> linarith [hk.1, hk.2]
    · beta_reduce
      rw [Finset.sum_add_distrib, ← Finset.mul_sum, Finset.sum_sub_distrib, hf.1.2]
      simp
  -- `f` is the midpoint of the two shifted vectors
  have h := hf.2 (key t (abs_of_pos ht).le) (key (-t) (by rw [abs_neg, abs_of_pos ht]))
    ⟨1 / 2, 1 / 2, by norm_num, by norm_num, by norm_num, by
      ext k
      simp only [Pi.add_apply, Pi.smul_apply, smul_eq_mul]
      ring⟩
  have h' := congrFun h i
  simp [hij] at h'
  linarith
```

The statement `fractional_orbital_unique` puts this as an equality: if i and j are both fractional, then i = j. The intermediate claim `key` treats both shifts together, by showing that a transfer of any signed amount s with |s| ≤ t stays in the set. Its case split asks whether the orbital k under inspection is i, j or neither. Mathlib's definition of an extreme point then says that if f lies on the open segment between two members, the first of them equals f. Applied to g₊ and g₋ with weights ½, it gives f_i + t = f_i, which contradicts t > 0.

## An integer total excludes a single fractional orbital

Now let q = N be a natural number, and suppose that orbital i of an extreme point f is fractional. By the previous step every other orbital has occupation 0 or 1. If m of the others are full, then

f_i + m = N,  0 < f_i < 1,

and hence

m < N < m + 1.

No integer N satisfies this, so every occupation is 0 or 1.

```lean
/-- At integer electron number, every orbital of an extreme occupation vector is
either empty or full. -/
theorem extreme_zero_or_one {N : ℕ} {f : ι → ℝ}
    (hf : f ∈ (occupationSet ι (N : ℝ)).extremePoints ℝ) (i : ι) : f i = 0 ∨ f i = 1 := by
  classical
  have frac : ∀ k, ¬(f k = 0 ∨ f k = 1) → 0 < f k ∧ f k < 1 := fun k h =>
    ⟨lt_of_le_of_ne (hf.1.1 k).1 (fun e => h (Or.inl e.symm)),
      lt_of_le_of_ne (hf.1.1 k).2 (fun e => h (Or.inr e))⟩
  by_contra hi
  have h01 : ∀ k, k ≠ i → f k = 0 ∨ f k = 1 := by
    intro k hk
    by_contra h
    exact hk (fractional_orbital_unique hf (frac k h) (frac i hi))
  -- the other orbitals hold an integer number of electrons
  obtain ⟨m, hm⟩ : ∃ m : ℕ, ∑ k ∈ univ.erase i, f k = (m : ℝ) := by
    refine ⟨((univ.erase i).filter (fun k => f k = 1)).card, ?_⟩
    rw [Finset.card_filter]
    push_cast
    apply Finset.sum_congr rfl
    intro k hk
    rcases h01 k (Finset.ne_of_mem_erase hk) with h | h <;> simp [h]
  have htot := Finset.add_sum_erase univ f (mem_univ i)
  rw [hm, hf.1.2] at htot
  obtain ⟨h0, h1⟩ := frac i hi
  have hlt : (m : ℝ) < (N : ℝ) := by linarith
  have hgt : (N : ℝ) < (m : ℝ) + 1 := by linarith
  have hlt' : m < N := by exact_mod_cast hlt
  have hgt' : N < m + 1 := by exact_mod_cast hgt
  omega
```

Here `frac` turns "neither 0 nor 1" into "strictly between 0 and 1", and `h01` applies the previous theorem to the remaining orbitals. The number m is the size of the set of other orbitals with occupation one. The two inequalities are first obtained for real numbers and then transferred to natural numbers, where `omega` finds the contradiction.

The integer total matters: with one orbital and q = ½, the only occupation vector is (½), which is extreme and fractional.

## Mixtures keep the bounds and the electron number

Let x and y be occupation vectors with electron number q, and let a, b ≥ 0 with a + b = 1. For each orbital,

0 ≤ a x_i + b y_i ≤ a + b = 1,

and for the total,

Σ_i (a x_i + b y_i) = a q + b q = q.

The set is therefore convex.

```lean
/-- The set of occupation vectors with a given electron number is convex. -/
theorem convex_occupationSet (q : ℝ) : Convex ℝ (occupationSet ι q) := by
  intro x hx y hy a b ha hb hab
  refine ⟨fun i => ?_, ?_⟩
  · simp only [Pi.add_apply, Pi.smul_apply, smul_eq_mul]
    constructor
    · exact add_nonneg (mul_nonneg ha (hx.1 i).1) (mul_nonneg hb (hy.1 i).1)
    · linarith [mul_le_mul_of_nonneg_left (hx.1 i).2 ha,
        mul_le_mul_of_nonneg_left (hy.1 i).2 hb]
  · simp only [Pi.add_apply, Pi.smul_apply, smul_eq_mul, Finset.sum_add_distrib,
      ← Finset.mul_sum, hx.2, hy.2]
    rw [← add_mul, hab, one_mul]
```

The two parts of the proof are these two lines. Convexity is used below, when the whole set is recovered from its extreme points.

## Every determinant pattern is extreme

Suppose d_S is a mixture of two occupation vectors x and y with the same electron number,

d_S = a x + b y,  a, b > 0,  a + b = 1.

For an orbital k in S the left side is 1, so

a (1 − x_k) + b (1 − y_k) = 0.

Neither term is negative, so both vanish, and x_k = 1. For an orbital k outside S,

a x_k + b y_k = 0,

and in the same way x_k = 0. Hence x = d_S, and by symmetry y = d_S.

```lean
variable [DecidableEq ι]

/-- The occupation pattern of a single determinant is an extreme point of the set of
occupation vectors with the same electron number. -/
theorem determinantOcc_extreme (S : Finset ι) :
    determinantOcc S ∈ (occupationSet ι (S.card : ℝ)).extremePoints ℝ := by
  refine ⟨⟨fun i => ?_, by simp [determinantOcc]⟩, ?_⟩
  · unfold determinantOcc
    split_ifs <;> norm_num
  · intro x hx y hy hseg
    obtain ⟨a, b, ha, hb, hab, h⟩ := hseg
    ext k
    have hk := congrFun h k
    simp only [Pi.add_apply, Pi.smul_apply, smul_eq_mul, determinantOcc] at hk ⊢
    obtain ⟨x0, x1⟩ := hx.1 k
    obtain ⟨y0, y1⟩ := hy.1 k
    -- a mixture reaches an end of [0,1] only if both parts do
    split_ifs at hk ⊢
    · apply le_antisymm x1
      by_contra hlt
      have hlt' := not_le.mp hlt
      linarith [mul_pos ha (sub_pos.2 hlt'), mul_nonneg hb.le (sub_nonneg.2 y1)]
    · refine le_antisymm ?_ x0
      by_contra hlt
      have hlt' := not_le.mp hlt
      linarith [mul_pos ha hlt', mul_nonneg hb.le y0]
```

The theorem takes the electron number to be `S.card`, the number of orbitals in S. The first part of the proof checks that d_S belongs to the set: its entries lie in [0,1] and sum to the size of S. The second part is the argument above, with one case for k in S and one for k outside. Only x = d_S has to be shown, because Mathlib's definition asks for the first endpoint and the roles of x and y can be exchanged.

## The extreme points identified

Let f be an extreme point at electron number N, and collect its full orbitals in

S = {k : f_k = 1}.

All other occupations are 0, so f = d_S. Summing the entries gives

|S| = Σ_k f_k = N.

Conversely, if |S| = N, then d_S is extreme by the previous step.

```lean
/-- The extreme points of the set of `N`-electron occupation vectors are exactly the
occupation patterns of single determinants with `N` filled orbitals. -/
theorem extremePoints_occupationSet (N : ℕ) :
    (occupationSet ι (N : ℝ)).extremePoints ℝ =
      determinantOcc '' {S : Finset ι | S.card = N} := by
  ext f
  constructor
  · intro hf
    -- fill the orbitals whose occupation is one
    have hfS : determinantOcc (univ.filter (fun k => f k = 1)) = f := by
      ext k
      rcases extreme_zero_or_one hf k with h | h <;> simp [determinantOcc, h]
    refine ⟨univ.filter (fun k => f k = 1), ?_, hfS⟩
    have hsum := (determinantOcc_extreme (univ.filter (fun k => f k = 1))).1.2
    rw [hfS, hf.1.2] at hsum
    exact_mod_cast hsum.symm
  · rintro ⟨S, hS, rfl⟩
    obtain rfl : S.card = N := hS
    exact determinantOcc_extreme S
```

The right-hand side of `extremePoints_occupationSet` is the image, written `''`, of the N-element orbital sets under `determinantOcc`. The theorem is thus an equality between two sets of vectors. In the forward direction the proof reads off |S| = N from the fact that d_S belongs to the occupation set with total |S|.

No condition N ≤ n appears. If N > n, there are neither admissible vectors nor N-element orbital sets, and both sides are empty. If N = 0, the only extreme point is the zero vector, the pattern of the vacuum.

## Counting the corners

Different orbital sets give different patterns, since S can be read off from d_S as the set of orbitals with entry one. The number of extreme points is therefore the number of ways to choose N orbitals out of n,

n! / (N! (n − N)!) for N ≤ n,

and zero for N > n.

```lean
/-- The number of extreme `N`-electron occupation vectors is the binomial coefficient
"number of orbitals choose `N`". -/
theorem ncard_extremePoints (N : ℕ) :
    ((occupationSet ι (N : ℝ)).extremePoints ℝ).ncard = (Fintype.card ι).choose N := by
  have hinj : Function.Injective (determinantOcc : Finset ι → ι → ℝ) := by
    intro S T h
    ext k
    have hk := congrFun h k
    by_cases a : k ∈ S <;> by_cases b : k ∈ T <;> simp [determinantOcc, a, b] at hk ⊢
  have hset : {S : Finset ι | S.card = N} = ↑(powersetCard N (univ : Finset ι)) := by
    ext S
    simp [Finset.mem_powersetCard]
  rw [extremePoints_occupationSet, Set.ncard_image_of_injective _ hinj, hset,
    Set.ncard_coe_finset, Finset.card_powersetCard, Finset.card_univ]
```

The statement writes this number as `(Fintype.card ι).choose N`, which covers both cases. In the proof, `hinj` says that the pattern determines the orbital set, and `hset` identifies the sets being counted with Mathlib's `powersetCard`, whose size is known.

## Fractional occupations as ensembles of determinants

The occupation set is the intersection of the closed box [0,1]ⁿ with the closed set of vectors whose entries sum to N. The box is compact, so the intersection is compact as well, and it is convex by the step above. The Krein–Milman theorem says that such a set is the closure of the convex hull of its extreme points. Here the extreme points are finite in number, so their convex hull is already closed and the closure adds nothing. Every admissible f can therefore be written as

f = Σ_S w_S d_S,  w_S ≥ 0,  Σ_S w_S = 1,

where S runs over the N-element orbital sets. Conversely, every such average is an admissible occupation vector.

```lean
/-- The `N`-electron occupation vectors are exactly the convex combinations of
occupation patterns of single `N`-electron determinants. -/
theorem convexHull_determinants (N : ℕ) :
    convexHull ℝ (determinantOcc '' {S : Finset ι | S.card = N}) =
      occupationSet ι (N : ℝ) := by
  have hcomp : IsCompact (occupationSet ι (N : ℝ)) := by
    have e : occupationSet ι (N : ℝ) = Set.Icc 0 1 ∩ {f | ∑ i, f i = (N : ℝ)} := by
      ext f
      exact ⟨fun h => ⟨⟨fun i => (h.1 i).1, fun i => (h.1 i).2⟩, h.2⟩,
        fun h => ⟨fun i => ⟨h.1.1 i, h.1.2 i⟩, h.2⟩⟩
    rw [e]
    exact isCompact_Icc.inter_right (isClosed_eq (by fun_prop) continuous_const)
  have hfin : (determinantOcc '' {S : Finset ι | S.card = N}).Finite :=
    (Set.toFinite _).image _
  -- Krein–Milman; the hull of finitely many points is already closed
  have h := closure_convexHull_extremePoints hcomp (convex_occupationSet (N : ℝ))
  rw [extremePoints_occupationSet, (hfin.isClosed_convexHull ℝ).closure_eq] at h
  exact h

end AufbauExtremePoints
```

In the proof, `hcomp` establishes compactness through the box description, and `hfin` records that there are finitely many patterns. The line that begins with `rw [extremePoints_occupationSet` replaces the extreme points by determinant patterns and removes the closure.

The weights w_S are in general not unique. With four orbitals and N = 2, the vector (½, ½, ½, ½) is the equal mixture of the patterns for {1,2} and {3,4}, and also of those for {1,3} and {2,4}. The equality concerns occupation numbers only: a correlated pure state may have the same occupations as an ensemble of determinants without being that ensemble.

For non-interacting electrons in finitely many spin orbitals with N ≤ n, the decomposition settles the problem of the opening paragraph. The energy of f is the average of the determinant energies with weights w_S, so it cannot lie below the smallest of them, and allowing fractional occupations does not lower the minimum. With interactions the energy is in general not a linear function of the occupations, and this last inference is lost, although the description of the occupation set stays the same.

```lean
#print axioms AufbauExtremePoints.extremePoints_occupationSet
#print axioms AufbauExtremePoints.ncard_extremePoints
#print axioms AufbauExtremePoints.convexHull_determinants
```

```
'AufbauExtremePoints.extremePoints_occupationSet' depends on axioms: [propext, Classical.choice, Quot.sound]
'AufbauExtremePoints.ncard_extremePoints' depends on axioms: [propext, Classical.choice, Quot.sound]
'AufbauExtremePoints.convexHull_determinants' depends on axioms: [propext, Classical.choice, Quot.sound]
```
